# Below its stability limit, velocity Verlet for a harmonic oscillator samples an exact trajectory of a shadow Hamiltonian

A stiff bond vibrating near its minimum behaves much like a harmonic oscillator. Integrated with velocity Verlet at a moderate time step, its computed energy oscillates instead of staying constant, yet it shows no steady drift, and its period is slightly wrong. For the oscillator itself, one can ask exactly which motion the integrator produces.

Take unit mass, angular frequency \(w>0\), time step \(h>0\) with \(hw<2\), position \(q\) and momentum \(p\). Let \(M\) be the matrix of one step acting on \((q,p)\), and let \(t\in(0,\pi)\) be the angle with \(\cos t=1-h^2w^2/2\). Then for every \(n\ge 0\)

\[
M^n=\begin{pmatrix}\cos nt & h\,\dfrac{\sin nt}{\sin t}\\[2mm] -\dfrac{\sin t\,\sin nt}{h} & \cos nt\end{pmatrix}.
\]

The computed points lie on an exact trajectory of the shadow Hamiltonian

\[
H(q,p)=\frac{t}{2\sin t}\,p^2+\frac{t\sin t}{2h^2}\,q^2 .
\]

## Time-step limits, shifted frequencies and a six-step check

For a single harmonic mode in exact arithmetic, the formula shows that the orbit stays bounded when \(hw<2\). This is a stability limit and does not ensure accuracy: close to it the computed frequency is far from \(w\), so an accurate vibration calls for a much smaller step. The mode appears at frequency \(t/h=(2/h)\arcsin(hw/2)\), which is above \(w\) by a relative amount of about \(h^2w^2/24\) for small \(hw\).

It also supplies a test for an integrator. At \(hw=1\) the angle is \(t=\pi/3\), so six steps must return any initial point to itself, up to rounding.

## From one step to all steps

The half kick gives \(p_{1/2}=p-\tfrac h2w^2q\). The drift and the second half kick give

\[
q'=q+hp_{1/2}=\Bigl(1-\tfrac{h^2w^2}{2}\Bigr)q+hp,
\]
\[
p'=p_{1/2}-\tfrac h2w^2q'=-hw^2\Bigl(1-\tfrac{h^2w^2}{4}\Bigr)q+\Bigl(1-\tfrac{h^2w^2}{2}\Bigr)p .
\]

The angle relation implies

\[
\sin^2t=1-\Bigl(1-\tfrac{h^2w^2}{2}\Bigr)^2=h^2w^2\Bigl(1-\tfrac{h^2w^2}{4}\Bigr),
\]

and therefore

\[
M=\begin{pmatrix}\cos t&h\\-\sin^2t/h&\cos t\end{pmatrix}.
\]

At \(n=0\) the claimed formula is the identity. If it holds for \(n\), the entries of \(M^{n+1}=M^nM\) are

\[
\begin{aligned}
\text{both diagonal entries:}\quad &\cos nt\cos t-\sin nt\sin t=\cos (n+1)t,\\
\text{upper right:}\quad &h\cos nt+\frac{h\sin nt\cos t}{\sin t}=\frac{h\sin(n+1)t}{\sin t},\\
\text{lower left:}\quad &-\frac{\sin t}{h}(\sin nt\cos t+\cos nt\sin t)=-\frac{\sin t\sin(n+1)t}{h}.
\end{aligned}
\]

If \(M^n\) is the identity, then \(\cos nt=1\). Conversely, \(\cos nt=1\) forces \(\sin nt=0\), and the matrix is the identity. Exact return of every initial point thus means that \(nt\) is an integer multiple of \(2\pi\).

To fill in the motion between steps, replace \(nt\) by \(\theta=ts/h\), where \(s\) is continuous time. From the initial point \((q_0,p_0)\),

\[
q(s)=\cos\theta\,q_0+\frac{h\sin\theta}{\sin t}p_0,\qquad
p(s)=-\frac{\sin t\sin\theta}{h}q_0+\cos\theta\,p_0 .
\]

Since \(\dot\theta=t/h\), differentiation gives

\[
\dot q=\frac{t}{\sin t}\,p=\frac{\partial H}{\partial p},\qquad
\dot p=-\frac{t\sin t}{h^2}\,q=-\frac{\partial H}{\partial q}.
\]

At \(s=nh\) the phase is \(nt\), so the trajectory passes through the \(n\)-th Verlet point. As \(H\) has no explicit time dependence, it is constant along the trajectory and takes the same value at every step.

The same induction handles position Verlet, with its order drift, kick, drift. Its \(n\)-th power has diagonal entries \(\cos nt\), upper right entry \(\sin t\sin nt/(hw^2)\) and lower left entry \(-hw^2\sin nt/\sin t\), with the same angle \(t\).

## The Lean file

```lean
import Mathlib

open Matrix

namespace VerletShadowOscillator

noncomputable section

/-- One velocity Verlet step (half kick, drift, half kick) of size `h` for the unit-mass
oscillator of frequency `w`, acting on the pair (position, momentum). -/
def verletStep (h w : ℝ) (x : ℝ × ℝ) : ℝ × ℝ :=
  let pHalf := x.2 - h / 2 * w ^ 2 * x.1
  let q := x.1 + h * pHalf
  (q, pHalf - h / 2 * w ^ 2 * q)

/-- The Verlet oscillator matrix. -/
def verletMatrix (h w : ℝ) : Matrix (Fin 2) (Fin 2) ℝ :=
  !![1 - h ^ 2 * w ^ 2 / 2, h;
     -(h * w ^ 2 * (1 - h ^ 2 * w ^ 2 / 4)), 1 - h ^ 2 * w ^ 2 / 2]

/-- The shadow Hamiltonian of the Verlet oscillator with step `h` and rotation angle `t`. -/
def shadowHamiltonian (h t q p : ℝ) : ℝ :=
  t / (2 * Real.sin t) * p ^ 2 + t * Real.sin t / (2 * h ^ 2) * q ^ 2

/-- The continuous trajectory through `x`, as a function of the time `s`. -/
def shadowFlow (h t : ℝ) (x : ℝ × ℝ) (s : ℝ) : ℝ × ℝ :=
  (Real.cos (t * s / h) * x.1 + h * Real.sin (t * s / h) / Real.sin t * x.2,
   -(Real.sin t * Real.sin (t * s / h) / h) * x.1 + Real.cos (t * s / h) * x.2)

/-- Running `n` Verlet steps is the same as applying the `n`-th power of the Verlet matrix. -/
theorem iterate_eq_matrix_pow (h w : ℝ) (x : ℝ × ℝ) (n : ℕ) :
    ![((verletStep h w)^[n] x).1, ((verletStep h w)^[n] x).2]
      = (verletMatrix h w ^ n) *ᵥ ![x.1, x.2] := by
  -- a single step is multiplication by the matrix
  have one : ∀ y : ℝ × ℝ, ![(verletStep h w y).1, (verletStep h w y).2]
      = verletMatrix h w *ᵥ ![y.1, y.2] := by
    intro y
    ext i
    fin_cases i <;>
      simp [verletStep, verletMatrix, Matrix.mulVec, dotProduct, Fin.sum_univ_succ] <;> ring
  induction n with
  | zero => simp
  | succ n ih =>
    rw [Function.iterate_succ_apply', one, ih, Matrix.mulVec_mulVec, ← pow_succ']

/-- The squared sine of the rotation angle in terms of step size and frequency. -/
theorem sin_sq_angle {h w t : ℝ} (hcos : Real.cos t = 1 - h ^ 2 * w ^ 2 / 2) :
    Real.sin t ^ 2 = h ^ 2 * w ^ 2 * (1 - h ^ 2 * w ^ 2 / 4) := by
  have e := Real.sin_sq_add_cos_sq t
  rw [hcos] at e
  linear_combination e

/-- A rotation angle with non-zero sine exists exactly when `0 < (hw)² < 4`. -/
theorem angle_exists_iff (h w : ℝ) :
    (∃ t : ℝ, Real.sin t ≠ 0 ∧ Real.cos t = 1 - h ^ 2 * w ^ 2 / 2)
      ↔ 0 < h ^ 2 * w ^ 2 ∧ h ^ 2 * w ^ 2 < 4 := by
  constructor
  · rintro ⟨t, hs, hcos⟩
    have hp : 0 < Real.sin t ^ 2 := by positivity
    rw [sin_sq_angle hcos] at hp
    have hx : 0 ≤ h ^ 2 * w ^ 2 := by positivity
    refine ⟨lt_of_le_of_ne hx (fun e => ?_), ?_⟩
    · rw [← e] at hp
      simp at hp
    · by_contra hge
      have hge' := le_of_not_gt hge
      nlinarith [mul_nonneg hx (sub_nonneg.2 hge')]
  · rintro ⟨h1, h2⟩
    have hcos : Real.cos (Real.arccos (1 - h ^ 2 * w ^ 2 / 2)) = 1 - h ^ 2 * w ^ 2 / 2 :=
      Real.cos_arccos (by linarith) (by linarith)
    refine ⟨_, fun h0 => ?_, hcos⟩
    have e := sin_sq_angle hcos
    rw [h0] at e
    nlinarith [mul_pos h1 (sub_pos.2 h2)]

/-- A rotation angle with non-zero sine forces a non-zero time step. -/
theorem step_ne_zero {h w t : ℝ} (hs : Real.sin t ≠ 0)
    (hcos : Real.cos t = 1 - h ^ 2 * w ^ 2 / 2) : h ≠ 0 := by
  intro h0
  have e := sin_sq_angle hcos
  rw [h0] at e
  exact hs ((pow_eq_zero_iff two_ne_zero).mp (by rw [e]; ring))

/-- Closed form of the `n`-th power of the Verlet oscillator matrix in terms of the
rotation angle `t`. -/
theorem verletMatrix_pow {h w t : ℝ} (hs : Real.sin t ≠ 0)
    (hcos : Real.cos t = 1 - h ^ 2 * w ^ 2 / 2) (n : ℕ) :
    verletMatrix h w ^ n =
      !![Real.cos (n * t), h * Real.sin (n * t) / Real.sin t;
         -(Real.sin t * Real.sin (n * t) / h), Real.cos (n * t)] := by
  have hh := step_ne_zero hs hcos
  -- the one-step matrix in trigonometric form
  have trig : verletMatrix h w =
      !![Real.cos t, h; -(Real.sin t ^ 2 / h), Real.cos t] := by
    have e : h * w ^ 2 * (1 - h ^ 2 * w ^ 2 / 4) = Real.sin t ^ 2 / h := by
      rw [eq_div_iff hh, sin_sq_angle hcos]
      ring
    rw [verletMatrix, e, hcos]
  induction n with
  | zero => simp [Matrix.one_fin_two]
  | succ n ih =>
    -- addition formulas advance the angle by `t`
    have hc : Real.cos ((n + 1 : ℕ) * t)
        = Real.cos (n * t) * Real.cos t - Real.sin (n * t) * Real.sin t := by
      push_cast
      rw [add_mul, one_mul, Real.cos_add]
    have hsn : Real.sin ((n + 1 : ℕ) * t)
        = Real.sin (n * t) * Real.cos t + Real.cos (n * t) * Real.sin t := by
      push_cast
      rw [add_mul, one_mul, Real.sin_add]
    rw [pow_succ, ih, trig, hc, hsn, Matrix.mul_fin_two]
    generalize Real.cos (n * t) = c
    generalize Real.sin (n * t) = s
    have e1 : c * Real.cos t + h * s / Real.sin t * (-(Real.sin t ^ 2 / h))
        = c * Real.cos t - s * Real.sin t := by
      field_simp
      ring
    have e2 : c * h + h * s / Real.sin t * Real.cos t
        = h * (s * Real.cos t + c * Real.sin t) / Real.sin t := by
      field_simp
      ring
    have e3 : -(Real.sin t * s / h) * Real.cos t + c * (-(Real.sin t ^ 2 / h))
        = -(Real.sin t * (s * Real.cos t + c * Real.sin t) / h) := by
      field_simp
      ring
    have e4 : -(Real.sin t * s / h) * h + c * Real.cos t
        = c * Real.cos t - s * Real.sin t := by
      field_simp
      ring
    rw [e1, e2, e3, e4]

/-- The `n`-th power of the Verlet matrix is the identity exactly when `n t` is an integer
multiple of `2π`. -/
theorem verletMatrix_pow_eq_one_iff {h w t : ℝ} (hs : Real.sin t ≠ 0)
    (hcos : Real.cos t = 1 - h ^ 2 * w ^ 2 / 2) (n : ℕ) :
    verletMatrix h w ^ n = 1 ↔ ∃ k : ℤ, (k : ℝ) * (2 * Real.pi) = n * t := by
  rw [← Real.cos_eq_one_iff, verletMatrix_pow hs hcos]
  constructor
  · intro e
    have e00 := congrFun (congrFun e 0) 0
    simpa using e00
  · intro hc
    have e := Real.sin_sq_add_cos_sq (n * t)
    rw [hc] at e
    have h0 : Real.sin (n * t) = 0 := (pow_eq_zero_iff two_ne_zero).mp (by linarith)
    rw [hc, h0]
    simp [Matrix.one_fin_two]

/-- The trajectory `shadowFlow` starts at `x` and solves Hamilton's equations for the
shadow Hamiltonian. -/
theorem shadowFlow_hamilton {h t : ℝ} (hh : h ≠ 0) (hs : Real.sin t ≠ 0)
    (x : ℝ × ℝ) (s : ℝ) :
    shadowFlow h t x 0 = x ∧
    HasDerivAt (fun r => (shadowFlow h t x r).1)
      (deriv (fun p => shadowHamiltonian h t (shadowFlow h t x s).1 p)
        (shadowFlow h t x s).2) s ∧
    HasDerivAt (fun r => (shadowFlow h t x r).2)
      (-deriv (fun q => shadowHamiltonian h t q (shadowFlow h t x s).2)
        (shadowFlow h t x s).1) s := by
  -- the two partial derivatives of the shadow Hamiltonian
  have dp : ∀ q p : ℝ, HasDerivAt (fun p => shadowHamiltonian h t q p)
      (t / Real.sin t * p) p := fun q p =>
    (((hasDerivAt_pow 2 p).const_mul (t / (2 * Real.sin t))).add_const
      (t * Real.sin t / (2 * h ^ 2) * q ^ 2)).congr_deriv (by push_cast; ring)
  have dq : ∀ q p : ℝ, HasDerivAt (fun q => shadowHamiltonian h t q p)
      (t * Real.sin t / h ^ 2 * q) q := fun q p =>
    (((hasDerivAt_pow 2 q).const_mul (t * Real.sin t / (2 * h ^ 2))).const_add
      (t / (2 * Real.sin t) * p ^ 2)).congr_deriv (by push_cast; ring)
  have hθ : HasDerivAt (fun r : ℝ => t * r / h) (t / h) s :=
    (((hasDerivAt_id' s).const_mul t).div_const h).congr_deriv (by ring)
  have hc := hθ.cos
  have hsn := hθ.sin
  refine ⟨by simp [shadowFlow], ?_, ?_⟩
  · rw [(dp _ _).deriv]
    refine ((hc.mul_const x.1).fun_add
      (((hsn.const_mul h).div_const (Real.sin t)).mul_const x.2)).congr_deriv ?_
    simp only [shadowFlow]
    field_simp
  · rw [(dq _ _).deriv]
    refine ((((hsn.const_mul (Real.sin t)).div_const h).fun_neg.mul_const x.1).fun_add
      (hc.mul_const x.2)).congr_deriv ?_
    simp only [shadowFlow]
    field_simp
    ring

/-- After `n` steps the Verlet orbit coincides with the trajectory `shadowFlow` at
time `n h`. -/
theorem verlet_samples_shadowFlow {h w t : ℝ} (hs : Real.sin t ≠ 0)
    (hcos : Real.cos t = 1 - h ^ 2 * w ^ 2 / 2) (x : ℝ × ℝ) (n : ℕ) :
    (verletStep h w)^[n] x = shadowFlow h t x (n * h) := by
  have hh := step_ne_zero hs hcos
  have e := iterate_eq_matrix_pow h w x n
  rw [verletMatrix_pow hs hcos] at e
  have e0 := congrFun e 0
  have e1 := congrFun e 1
  simp [Matrix.mulVec, dotProduct, Fin.sum_univ_succ] at e0 e1
  -- at time `n h` the continuous phase is `n t`
  have ha : t * (n * h) / h = n * t := by
    rw [div_eq_iff hh]
    ring
  apply Prod.ext
  · simp only [shadowFlow, ha]
    linear_combination e0
  · simp only [shadowFlow, ha]
    linear_combination e1

end

end VerletShadowOscillator
```

```lean
#print axioms VerletShadowOscillator.angle_exists_iff
-- 'VerletShadowOscillator.angle_exists_iff' depends on axioms: [propext, Classical.choice, Quot.sound]
#print axioms VerletShadowOscillator.verletMatrix_pow_eq_one_iff
-- 'VerletShadowOscillator.verletMatrix_pow_eq_one_iff' depends on axioms: [propext, Classical.choice, Quot.sound]
#print axioms VerletShadowOscillator.shadowFlow_hamilton
-- 'VerletShadowOscillator.shadowFlow_hamilton' depends on axioms: [propext, Classical.choice, Quot.sound]
#print axioms VerletShadowOscillator.verlet_samples_shadowFlow
-- 'VerletShadowOscillator.verlet_samples_shadowFlow' depends on axioms: [propext, Classical.choice, Quot.sound]
```

## How the code matches the physics

`verletStep` is the update as an integrator would perform it, on a pair (position, momentum). `iterate_eq_matrix_pow` shows that running it `n` times agrees with multiplying by the `n`-th power of `verletMatrix`, so the closed form concerns the algorithm as well as a matrix. Its proof checks one step by components and then uses induction.

`verletMatrix_pow` is the closed form. It assumes `Real.sin t ≠ 0` and the angle relation for real `h`, `w` and `t`, which includes the range used above. `sin_sq_angle` supplies the trigonometric one-step matrix, and `step_ne_zero` justifies division by `h`. In the induction, `hc` and `hsn` are the addition formulas, while `e1` to `e4` are the four entries of the product, cleared of denominators by `field_simp` and closed by `ring`.

`angle_exists_iff` says that a suitable angle exists exactly when \(0<h^2w^2<4\). The limit \(hw=2\) is excluded; there the powers of \(M\) grow linearly with \(n\). `verletMatrix_pow_eq_one_iff` is the return condition, under the same two assumptions as `verletMatrix_pow`.

`shadowFlow_hamilton` assumes that `h` and `Real.sin t` are non-zero. It states Hamilton's equations with partial derivatives taken of `shadowHamiltonian` itself; `dp` and `dq` compute them. `verlet_samples_shadowFlow` then identifies the `n`-th Verlet point with `shadowFlow` at time `n * h`, for any initial point, again under the two assumptions of `verletMatrix_pow`.

## One linear degree of freedom, in exact arithmetic

The theorems cover a single unit-mass oscillator with a linear force and a fixed step. Rounding, anharmonic forces, constraints and thermostats are absent, so an exact shadow Hamiltonian for a general force field does not follow. Neither the constancy of \(H\) nor the position Verlet formula is stated as a theorem in the file.

The hypotheses do not select a branch of the angle. Replacing \(t\) by \(t+2\pi\) gives another Hamiltonian whose trajectory passes through the same Verlet points. With the choice \(t\in(0,\pi)\), \(H\) tends to the physical energy \(p^2/2+w^2q^2/2\) as \(h\to0\). The angle \(-t\) gives the same \(H\), since both of its coefficients are even in \(t\).
